# The rescaled residual time of an unfired exponential clock is exponential at the new propensity

Take a reaction with propensity 1 and draw its waiting time $T$, so that $P(T>t)=e^{-t}$ for $t\ge 0$. At time 1 the reaction has not fired, and its propensity doubles to 2. Halve the time that remains: the new waiting time, counted from time 1, is $\tfrac12(T-1)$. It exceeds $u\ge 0$ exactly when $T>1+2u$, so

$$P\big(\tfrac12(T-1)>u \,\big|\, T>1\big)=\frac{P(T>1+2u)}{P(T>1)}=\frac{e^{-(1+2u)}}{e^{-1}}=e^{-2u}.$$

This is an exponential waiting time of rate 2, obtained without a new random number. Dividing by $P(T>1)$ cancels the factor $e^{-1}$ that belongs to the time already waited, and the factor $\tfrac12$ turns the old rate into the new one.

## From one doubling to any change of propensity

Let $T$ be exponential with rate $a>0$, let $s\ge 0$ be the time of the update, and let $b>0$ be the new propensity. The claim is that, conditional on $T>s$, the variable $\frac ab(T-s)$ is exponential with rate $b$.

Start with an arbitrary scale factor $c>0$. For $u\ge 0$, the inequality $c(T-s)>u$ is equivalent to $T>s+u/c$, which already implies $T>s$. The joint event is therefore $\{T>s+u/c\}$, and

$$P\big(c(T-s)>u\,\big|\,T>s\big)=\frac{e^{-a(s+u/c)}}{e^{-as}}=e^{-(a/c)u}.$$

The scaled residual time has rate $a/c$. Setting $c=a/b$ gives rate $b$, which is the claim. Conversely, if the rate is to be $b$, comparison at $u=1$ gives $e^{-a/c}=e^{-b}$, hence $c=a/b$. No other positive factor works.

The same formula with $c=a$ gives a neighbouring result: conditional on $T>s$, the variable $a(T-s)$ is exponential with rate 1, whatever $a$ was. Clock reuse divides this unit-rate remainder by the new propensity $b$.

Several changes are handled one at a time. Let the propensity be $a_k$ during an interval of length $s_k$, for $k=0,1,2,\dots$, and put

$$R_0=T,\qquad R_{n+1}=\frac{a_n}{a_{n+1}}(R_n-s_n).$$

If $R_n$ is exponential with rate $a_n$ under the current conditional law, then further conditioning on $R_n>s_n$ makes $R_{n+1}$ exponential with rate $a_{n+1}$. Induction covers every $n$.

## The firing time without conditioning

A simulation also contains runs in which the clock fires before the update. Define the rescheduled firing time $T'$ by $T'=T$ if $T\le s$, and $T'=s+\frac ab(T-s)$ if $T>s$.

For $0\le t\le s$, the events $T'>t$ and $T>t$ coincide: either $T'=T$, or both times lie beyond $s$. So $P(T'>t)=e^{-at}$.

For $t\ge s$, a clock with $T\le s$ has fired by time $t$, and for the others $T'>t$ means $T>s+\frac ba(t-s)$. Hence

$$P(T'>t)=\exp\!\Big[-a\Big(s+\frac ba(t-s)\Big)\Big]=e^{-as-b(t-s)}.$$

The exponent is the accumulated propensity, $a$ up to time $s$ and $b$ afterwards. This is the survival law of a reaction whose propensity switches from $a$ to $b$ at $s$.

## Clocks, conditioning and the update rule in Lean

The development works over an arbitrary measurable space `Ω`, whose points are the possible outcomes of the random draw.

```lean
import Mathlib

open MeasureTheory Set

namespace NextReactionClock

noncomputable section

variable {Ω : Type*} [MeasurableSpace Ω]
```

A clock is a real-valued function `T` on `Ω`. The structure `IsExpClock P T r` says that `P` is a probability measure, that `T` is measurable, and that the survival probability at each `t ≥ 0` is $e^{-rt}$. At $t=0$ this gives $P(T>0)=1$, so the survival function is known on the whole real line and the law of `T` is fixed. `P.real` is the measure of an event as a real number.

```lean
/-- The random time `T` is an exponential clock of rate `r` under the probability measure `P`:
it is still unfired at time `t ≥ 0` with probability `exp (-r t)`. -/
structure IsExpClock (P : Measure Ω) (T : Ω → ℝ) (r : ℝ) : Prop where
  prob : IsProbabilityMeasure P
  meas : Measurable T
  survival : ∀ t, 0 ≤ t → P.real {ω | t < T ω} = Real.exp (-(r * t))
```

"Unfired at `s`" means strictly later than `s`. Conditioning on this event represents what the simulated history up to time `s` reveals about the clock when the reaction is still pending: the program stores the drawn value, but the history shows only that it exceeds `s`.

```lean
/-- The event that the clock `T` has not fired by time `s`. -/
def unfired (T : Ω → ℝ) (s : ℝ) : Set Ω := {ω | s < T ω}
```

The function `reuse a b s T` returns the new waiting time counted from `s`, not the new absolute firing time. For the latter one adds `s`.

```lean
/-- The residual waiting time after `s`, rescaled by the ratio of old to new propensity. -/
def reuse (a b s : ℝ) (T : Ω → ℝ) : Ω → ℝ := fun ω => a / b * (T ω - s)
```

In these statements `a`, `b` and `s` are fixed numbers. In kinetic Monte Carlo the update time and the new propensity usually come from the firing of other reactions and are random. Applying the result there requires that, given the simulated history up to the update, the residual time of the pending clock is exponential with the old propensity; using independent random numbers for the draws ensures this. The development follows a single clock and makes no statement about the joint law of several. The condition `0 < b` also excludes a reaction that is switched off because a reactant has run out: it has no finite waiting time, and the factor $a/b$ has no meaning for it.

## The survival formula and the conditional measure

The calculation with a general factor $c$ is the first theorem.

```lean
/-- Given that an exponential clock of rate `a` is unfired at `s`, its residual time multiplied
by `c > 0` exceeds `u` with probability `exp (-(a / c) u)`. -/
theorem scaled_residual_survival {P : Measure Ω} {T : Ω → ℝ} {a c s u : ℝ}
    (hT : IsExpClock P T a) (hc : 0 < c) (hs : 0 ≤ s) (hu : 0 ≤ u) :
    (ProbabilityTheory.cond P (unfired T s)).real {ω | u < c * (T ω - s)}
      = Real.exp (-(a / c * u)) := by
  have hm : MeasurableSet (unfired T s) := measurableSet_lt measurable_const hT.meas
  have huc : 0 ≤ u / c := by positivity
  -- the joint event is survival of the original clock up to a later time
  have hset : unfired T s ∩ {ω | u < c * (T ω - s)} = {ω | s + u / c < T ω} := by
    ext ω
    have key : c * (T ω - s) - u = c * ((T ω - s) - u / c) := by
      field_simp
    have hpos : 0 < c * ((T ω - s) - u / c) ↔ 0 < (T ω - s) - u / c :=
      mul_pos_iff_of_pos_left hc
    rw [← key] at hpos
    simp only [unfired, mem_inter_iff, Set.mem_ofPred_eq]
    constructor
    · rintro ⟨_, h⟩
      linarith [hpos.mp (by linarith)]
    · intro h
      exact ⟨by linarith, by linarith [hpos.mpr (by linarith)]⟩
  have h1 : (P (unfired T s)).toReal = Real.exp (-(a * s)) := hT.survival s hs
  have h2 : (P {ω | s + u / c < T ω}).toReal = Real.exp (-(a * (s + u / c))) :=
    hT.survival _ (by linarith)
  rw [measureReal_def, ProbabilityTheory.cond_apply hm, hset, ENNReal.toReal_mul,
    ENNReal.toReal_inv, h1, h2, ← Real.exp_neg, ← Real.exp_add]
  congr 1
  ring
```

The proof turns on Mathlib's `ProbabilityTheory.cond`. For an event $A$, `cond P A` is a whole new measure: `P` restricted to $A$ and multiplied by $1/P(A)$. Because it is a measure and not just a ratio attached to one event, it can take the place of `P` in `IsExpClock`, and the conditioned clock is a clock in the same sense as the original. This is what later allows the update to be iterated.

The lemma `cond_apply` turns the new measure back into the ratio used by hand, $P(A)^{-1}P(A\cap B)$. It needs $A$ to be measurable, which `hm` provides. The intersection is then replaced through `hset`, the equality of the joint event with $\{T>s+u/c\}$. Its proof writes $c(T-s)-u$ as $c\,[(T-s)-u/c]$ and uses that a positive factor does not change the sign. Measures in Mathlib take values in the extended nonnegative reals, so the `toReal` lemmas move the ratio to ordinary real numbers. There `h1` and `h2` insert the two exponentials, and `ring` checks the exponent.

The main theorem states that the rescaled residual is a clock of rate `b` under the conditional measure.

```lean
/-- Clock reuse: given that an exponential clock of rate `a` is unfired at `s`, the rescaled
residual time `(a / b) (T - s)` is an exponential clock of rate `b`. -/
theorem clock_reuse {P : Measure Ω} {T : Ω → ℝ} {a b s : ℝ}
    (hT : IsExpClock P T a) (ha : 0 < a) (hb : 0 < b) (hs : 0 ≤ s) :
    IsExpClock (ProbabilityTheory.cond P (unfired T s)) (reuse a b s T) b where
  prob := by
    have := hT.prob
    -- survival up to `s` has positive probability, so conditioning is meaningful
    have hne : P (unfired T s) ≠ 0 := by
      intro h
      have h1 : P.real (unfired T s) = Real.exp (-(a * s)) := hT.survival s hs
      rw [measureReal_def, h, ENNReal.toReal_zero] at h1
      exact (Real.exp_pos _).ne h1
    exact ProbabilityTheory.cond_isProbabilityMeasure hne
  meas := (hT.meas.sub_const s).const_mul (a / b)
  survival := by
    intro u hu
    have h := scaled_residual_survival hT (div_pos ha hb) hs hu
    have hab : a / (a / b) = b := by
      field_simp
    rw [hab] at h
    exact h
```

Two of its three fields concern the setting. The conditional measure has total mass one because $P(T>s)=e^{-as}$ is not zero, and the new clock is measurable because it is an affine function of the old one. The third field is the survival formula at $c=a/b$, with the simplification $a/(a/b)=b$.

The next theorem is the equivalence between having rate `b` and using the factor $a/b$.

```lean
/-- Among positive scale factors `c`, exactly `c = a / b` turns the residual time of an unfired
clock of rate `a` into an exponential clock of rate `b`. -/
theorem reuse_factor_unique {P : Measure Ω} {T : Ω → ℝ} {a b c s : ℝ}
    (hT : IsExpClock P T a) (hb : 0 < b) (hc : 0 < c) (hs : 0 ≤ s) :
    IsExpClock (ProbabilityTheory.cond P (unfired T s)) (fun ω => c * (T ω - s)) b
      ↔ c = a / b := by
  constructor
  · intro h
    -- compare the two survival probabilities at time one
    have h1 := h.survival 1 zero_le_one
    rw [scaled_residual_survival hT hc hs zero_le_one] at h1
    have h2 := Real.exp_injective h1
    have h3 : a / c = b := by linarith
    rw [div_eq_iff hc.ne'] at h3
    rw [eq_div_iff hb.ne']
    linarith
  · intro h
    have ha : 0 < a := by
      rw [eq_div_iff hb.ne'] at h
      rw [← h]
      exact mul_pos hc hb
    rw [h]
    exact clock_reuse hT ha hb hs
```

The forward direction compares the survival probabilities at time one and uses that the exponential function is injective. The reverse direction first recovers $a=cb>0$ from the equation for $c$, and then applies `clock_reuse`.

## Repeated updates of one random number

The recursion for $R_n$ becomes `residual`. The argument `s k` is the length of the interval with propensity `a k`, not a time on the absolute time axis.

```lean
/-- The residual clock after `n` propensity changes; the propensity is `a k` during the `k`-th
interval, which has length `s k`. -/
def residual (a s : ℕ → ℝ) (T : Ω → ℝ) : ℕ → Ω → ℝ
  | 0 => T
  | n + 1 => reuse (a n) (a (n + 1)) (s n) (residual a s T n)
```

The measure changes along with the clock. At each step `survivorLaw` conditions the previous measure on the event that the current residual outlasts its interval.

```lean
/-- The probability measure after `n` propensity changes, conditioned at each change on the
clock being unfired. -/
def survivorLaw (P : Measure Ω) (a s : ℕ → ℝ) (T : Ω → ℝ) : ℕ → Measure Ω
  | 0 => P
  | n + 1 => ProbabilityTheory.cond (survivorLaw P a s T n) (unfired (residual a s T n) (s n))
```

With these two definitions, the induction is short.

```lean
/-- A single random time can be reused through any number of propensity changes: while unfired,
the residual clock is exponential with the current propensity. -/
theorem repeated_clock_reuse {P : Measure Ω} {T : Ω → ℝ} {a s : ℕ → ℝ}
    (hT : IsExpClock P T (a 0)) (ha : ∀ n, 0 < a n) (hs : ∀ n, 0 ≤ s n) (n : ℕ) :
    IsExpClock (survivorLaw P a s T n) (residual a s T n) (a n) := by
  induction n with
  | zero => exact hT
  | succ n ih => exact clock_reuse ih (ha n) (ha (n + 1)) (hs n)
```

At `n = 0` the statement is the hypothesis on `T`. The step is `clock_reuse`, applied to the residual clock under the measure reached so far. In a next-reaction simulation, this is the reason that one exponential draw can serve a pending reaction through many propensity updates, for a prescribed sequence of positive propensities and interval lengths.

## The switched reaction and a sampled clock

The unconditioned firing time $T'$ is `rescheduled`. A clock that has fired by `s`, including one that fires exactly at `s`, keeps its time.

```lean
/-- The firing time after an update at time `s`: kept if the clock has already fired, otherwise
rescheduled to `s` plus the rescaled residual time. -/
def rescheduled (a b s : ℝ) (T : Ω → ℝ) : Ω → ℝ :=
  fun ω => if T ω ≤ s then T ω else s + reuse a b s T ω
```

The theorem gives both branches of the survival law. They agree at $t=s$.

```lean
/-- The rescheduled firing time has survival probability `exp (-a t)` up to the update time `s`
and `exp (-(a s + b (t - s)))` from then on. -/
theorem rescheduled_survival {P : Measure Ω} {T : Ω → ℝ} {a b s t : ℝ}
    (hT : IsExpClock P T a) (ha : 0 < a) (hb : 0 < b) (hs : 0 ≤ s) (ht : 0 ≤ t) :
    (t ≤ s → P.real {ω | t < rescheduled a b s T ω} = Real.exp (-(a * t))) ∧
    (s ≤ t → P.real {ω | t < rescheduled a b s T ω}
      = Real.exp (-(a * s + b * (t - s)))) := by
  have hab : 0 < a / b := div_pos ha hb
  constructor
  · intro hts
    have hset : {ω | t < rescheduled a b s T ω} = {ω | t < T ω} := by
      ext ω
      simp only [rescheduled, reuse, Set.mem_ofPred_eq]
      split_ifs with h
      · exact Iff.rfl
      · have h' : s < T ω := not_le.mp h
        have hp : 0 < a / b * (T ω - s) := mul_pos hab (by linarith)
        exact ⟨fun _ => by linarith, fun _ => by linarith⟩
    rw [hset, hT.survival t ht]
  · intro hst
    have hq : 0 ≤ b / a * (t - s) := mul_nonneg (div_pos hb ha).le (by linarith)
    -- translate the new firing time back to the original clock
    have hset : {ω | t < rescheduled a b s T ω} = {ω | s + b / a * (t - s) < T ω} := by
      ext ω
      simp only [rescheduled, reuse, Set.mem_ofPred_eq]
      split_ifs with h
      · exact ⟨fun _ => by linarith, fun _ => by linarith⟩
      · have key : a / b * (T ω - s) - (t - s)
            = a / b * ((T ω - s) - b / a * (t - s)) := by
          have h1 : a / b * (b / a) = 1 := by
            field_simp
          linear_combination (t - s) * h1
        have hpos : 0 < a / b * ((T ω - s) - b / a * (t - s))
            ↔ 0 < (T ω - s) - b / a * (t - s) := mul_pos_iff_of_pos_left hab
        rw [← key] at hpos
        exact ⟨fun _ => by linarith [hpos.mp (by linarith)],
          fun _ => by linarith [hpos.mpr (by linarith)]⟩
    rw [hset, hT.survival _ (by linarith)]
    congr 1
    have h2 : a * (b / a) = b := by
      field_simp
    linear_combination (-(t - s)) * h2
```

Each branch rewrites the event $T'>t$ as an event about the original clock, with `split_ifs` separating the clocks that have fired by `s` from those that have not. In the second branch, `key` carries out the translation from $T'$ back to $T$, and the identity $a\cdot(b/a)=b$ then brings the exponent to the form $as+b(t-s)$.

Finally, a concrete clock of any rate $a>0$ comes from inverse-transform sampling. For $u$ uniform on $(0,1)$, the inequality $-\ln u/a>t$ is the same as $u<e^{-at}$, and for $t\ge 0$ the interval $(0,e^{-at})$ lies inside $(0,1)$ and has length $e^{-at}$. In Lean the uniform law is Lebesgue measure restricted to `Ioo 0 1`. The proof shows that the event within this interval is `Ioo 0 (Real.exp (-(a * t)))` and reads off its length.

```lean
/-- Inverse-transform sampling: for `u` uniform on the unit interval, `-log u / a` is an
exponential clock of rate `a`. -/
theorem isExpClock_witness {a : ℝ} (ha : 0 < a) :
    IsExpClock (volume.restrict (Ioo (0 : ℝ) 1)) (fun u => -Real.log u / a) a where
  prob := ⟨by simp [Real.volume_Ioo]⟩
  meas := Real.measurable_log.neg.div_const a
  survival := by
    intro t ht
    have hset : {u : ℝ | t < -Real.log u / a} ∩ Ioo 0 1 = Ioo 0 (Real.exp (-(a * t))) := by
      ext u
      simp only [mem_inter_iff, Set.mem_ofPred_eq, mem_Ioo, lt_div_iff₀ ha]
      constructor
      · rintro ⟨h, h0, _⟩
        exact ⟨h0, (Real.log_lt_iff_lt_exp h0).mp (by linarith)⟩
      · rintro ⟨h0, h⟩
        have hle : Real.exp (-(a * t)) ≤ 1 :=
          Real.exp_le_one_iff.mpr (by linarith [mul_nonneg ha.le ht])
        exact ⟨by linarith [(Real.log_lt_iff_lt_exp h0).mpr h], h0, by linarith⟩
    rw [measureReal_def, Measure.restrict_apply' measurableSet_Ioo, hset, Real.volume_Ioo,
      sub_zero, ENNReal.toReal_ofReal (Real.exp_pos _).le]

end

end NextReactionClock
```

```lean
#print axioms NextReactionClock.reuse_factor_unique
#print axioms NextReactionClock.repeated_clock_reuse
#print axioms NextReactionClock.rescheduled_survival
```

```
'NextReactionClock.reuse_factor_unique' depends on axioms: [propext, Classical.choice, Quot.sound]
'NextReactionClock.repeated_clock_reuse' depends on axioms: [propext, Classical.choice, Quot.sound]
'NextReactionClock.rescheduled_survival' depends on axioms: [propext, Classical.choice, Quot.sound]
```
